# The promotion number of two equal-rank projectors lies between $n-\mathrm{tr}(PQ)$ and $\sqrt{n\,(n-\mathrm{tr}(PQ))}$

Let $P$ and $Q$ project onto the occupied spin orbitals of two $n$-electron determinants, expanded in the same finite orthonormal basis. The promotion number $p$ is the sum of the positive eigenvalues of the difference density $P-Q$, with multiplicity. It satisfies

$$n-\mathrm{tr}(PQ)\;\le\;p\;\le\;\sqrt{n\,\bigl(n-\mathrm{tr}(PQ)\bigr)} .$$

The physical question is how many electrons are rearranged between two states, for example a ground state and an excited state from separate self-consistent calculations. For two single determinants, the bounds bracket the promotion number of an attachment/detachment analysis of the spin-orbital density matrices, using only the electron number $n$ and $\mathrm{tr}(PQ)$, the sum of the squared moduli of the overlaps between the two orthonormal sets of occupied spin orbitals. The lower bound does not carry over to spin-summed densities: flipping the spin of one electron in a fixed spatial orbital gives $p=1$ here, while the spin-summed difference density vanishes.

## Occupations in the eigenbasis of the difference density

Write $\delta=n-\mathrm{tr}(PQ)=\mathrm{tr}\,P(1-Q)$, the mean number of electrons of the first determinant outside the occupied space of $Q$. Let $\lambda_i$ be the eigenvalues of $P-Q$. In an orthonormal eigenbasis let $P_{ii}$ and $Q_{ii}$ be the occupations of orbital $i$, and let $s_i=P_{ii}+Q_{ii}$. Since $P=P^\dagger P$, we have $P_{ii}=\sum_k|P_{ki}|^2\ge 0$, and likewise $Q_{ii}\ge 0$. As $\lambda_i=P_{ii}-Q_{ii}$, it follows that $|\lambda_i|\le s_i$. The trace of a projector is its rank, so $\sum_i s_i=2n$.

Idempotency gives

$$(P+Q)(P-Q)+(P-Q)(P+Q)=2P^2-2Q^2=2(P-Q).$$

Because $P-Q$ is diagonal in this basis, the $i$-th diagonal element reads $2s_i\lambda_i=2\lambda_i$. Hence $s_i=1$ whenever $\lambda_i\neq 0$.

Three sums are needed. First, $\sum_i\lambda_i=n-n=0$. Second, $|x|=2\max(x,0)-x$ for real $x$, so $\sum_i|\lambda_i|=2p$. Third,

$$\sum_i\lambda_i^2=\mathrm{tr}(P-Q)^2=\mathrm{tr}\,P+\mathrm{tr}\,Q-2\,\mathrm{tr}(PQ)=2\delta ,$$

which also shows $\delta\ge 0$.

**Lower bound.** If $\lambda_i\ne0$, then $|\lambda_i|\le s_i=1$, so $\lambda_i^2\le|\lambda_i|$; this is trivial if $\lambda_i=0$. Summing gives $2\delta\le 2p$.

**Upper bound.** For every real $c$,

$$2c|\lambda_i|\le\lambda_i^2+c^2s_i .$$

For $\lambda_i\neq0$ this is $(|\lambda_i|-c)^2\ge0$, and for $\lambda_i=0$ it is $0\le c^2s_i$. Summing gives $4cp\le2\delta+2nc^2$, that is, $nc^2-2pc+\delta\ge0$ for all $c$. The discriminant therefore satisfies $4p^2-4n\delta\le0$, so $p\le\sqrt{n\delta}$. For $n=0$ the expression is linear in $c$ and can stay nonnegative only if $p=0$, in agreement with the bound.

## One electron: the upper bound is an equality

For $n=1$ the eigenvalues give a matching lower estimate. The positive eigenvalues sum to $p$, and so do the moduli of the negative ones, because the total is zero. Thus $|\lambda_i|\le p$ and $\lambda_i^2\le p|\lambda_i|$. Summation gives $2\delta\le2p^2$, and with the upper bound

$$p=\sqrt{1-\mathrm{tr}(PQ)} .$$

For normalised orbitals $\varphi$ and $\psi$ this is $\sqrt{1-|\langle\varphi|\psi\rangle|^2}$. With $\varphi=(1,0)$ and $\psi=(1,1)/\sqrt2$, the lower bound is $1/2$ while $p=1/\sqrt2$.

## Projectors and promotion number in Lean

In the code, `m` is the finite set of labels of the basis orbitals, `P` and `Q` are complex matrices over it, and `n` is a natural number.

```lean
import Mathlib

open Matrix

namespace PromotionNumber

noncomputable section

variable {m : Type*} [Fintype m] [DecidableEq m] {P Q : Matrix m m ℂ} {n : ℕ}
```

The occupied space of a determinant enters as a Hermitian idempotent matrix. This excludes correlated states, whose one-particle density matrix has fractional natural occupations and is not idempotent.

```lean
/-- A Hermitian projector: the one-particle density matrix of a set of fully occupied
orbitals, in an orthonormal basis. -/
structure IsProjector (P : Matrix m m ℂ) : Prop where
  herm : P.IsHermitian
  idem : P * P = P
```

The matrices refer to an orthonormal basis; density matrices in overlapping atomic orbitals must be transformed first. The difference `P - Q` is Hermitian, so its eigenvalues form a real list indexed by `m`.

```lean
/-- The eigenvalues of the difference density `P - Q`, listed with multiplicity. -/
def deltaEig (hP : IsProjector P) (hQ : IsProjector Q) : m → ℝ :=
  (hP.herm.sub hQ.herm).eigenvalues
```

The promotion number sums $\max(\lambda_i,0)$ over that list. The sign convention is $P$ minus $Q$, but for equal ranks exchanging the two leaves $p$ unchanged, since the positive and negative parts have equal weight.

```lean
/-- The promotion number: the sum of the positive eigenvalues of `P - Q`, with multiplicity. -/
def promotionNumber (hP : IsProjector P) (hQ : IsProjector Q) : ℝ :=
  ∑ i, max (deltaEig hP hQ i) 0
```

## Rotation to the eigenbasis, and trace as rank

The map `f` below is $B\mapsto U^\dagger BU$, where the columns of $U$ are orthonormal eigenvectors of $A$. The theorem records only what is used later: `f` respects products, differences, adjoints and traces, and it makes $A$ diagonal. The first and last of these follow from $UU^\dagger=1$, $U^\dagger U=1$ and the eigenvalue equation in the form $AU=U\Lambda$, with $\Lambda$ the diagonal matrix of eigenvalues.

```lean
/-- A Hermitian matrix becomes diagonal under a change of basis `f` that respects products,
differences, adjoints and traces. -/
theorem eigenframe {A : Matrix m m ℂ} (hA : A.IsHermitian) :
    ∃ f : Matrix m m ℂ → Matrix m m ℂ, (∀ B C, f (B * C) = f B * f C) ∧
      (∀ B C, f (B - C) = f B - f C) ∧ (∀ B, f Bᴴ = (f B)ᴴ) ∧
      (∀ B, (f B).trace = B.trace) ∧ f A = diagonal (fun i => (hA.eigenvalues i : ℂ)) := by
  let U : Matrix m m ℂ := hA.eigenvectorUnitary
  have h2 : U * Uᴴ = 1 := Matrix.mem_unitaryGroup_iff.mp hA.eigenvectorUnitary.2
  have h1 : Uᴴ * U = 1 := mul_eq_one_comm.mp h2
  have h3 : A * U = U * diagonal (fun i => (hA.eigenvalues i : ℂ)) := by
    ext i j
    have h := congrFun (hA.mulVec_eigenvectorBasis j) i
    rw [Matrix.mul_diagonal, mul_comm (U i j)]
    exact h
  refine ⟨fun B => Uᴴ * B * U, fun B C => ?_, fun B C => ?_, fun B => ?_, fun B => ?_, ?_⟩
  · calc Uᴴ * (B * C) * U = Uᴴ * B * 1 * C * U := by
          simp only [Matrix.mul_one, Matrix.mul_assoc]
      _ = Uᴴ * B * U * (Uᴴ * C * U) := by rw [← h2]; simp only [Matrix.mul_assoc]
  · simp only [Matrix.mul_sub, Matrix.sub_mul]
  · simp only [conjTranspose_mul, conjTranspose_conjTranspose, Matrix.mul_assoc]
  · change (Uᴴ * B * U).trace = _
    rw [Matrix.trace_mul_comm, ← Matrix.mul_assoc, h2, Matrix.one_mul]
  · change Uᴴ * A * U = _
    rw [Matrix.mul_assoc, h3, ← Matrix.mul_assoc, h1, Matrix.one_mul]
```

Applied to a projector, the rotation turns $P^2=P$ into $\lambda^2=\lambda$ for each eigenvalue of $P$. Each is 0 or 1, so their sum counts the nonzero ones, and this count is the rank.

```lean
/-- The trace of a Hermitian projector is its rank. -/
theorem trace_eq_rank (hP : IsProjector P) : P.trace = (P.rank : ℂ) := by
  obtain ⟨f, fm, -, -, -, fd⟩ := eigenframe hP.herm
  have h := fm P P
  rw [hP.idem, fd, diagonal_mul_diagonal] at h
  rw [hP.herm.trace_eq_sum_eigenvalues, hP.herm.rank_eq_card_non_zero_eigs,
    Fintype.card_subtype, Finset.card_filter, Nat.cast_sum]
  refine Finset.sum_congr rfl fun i _ => ?_
  -- every eigenvalue is 0 or 1
  have hi := congrFun (congrFun h i) i
  simp only [diagonal_apply_eq] at hi
  have hr : hP.herm.eigenvalues i = hP.herm.eigenvalues i * hP.herm.eigenvalues i := by
    exact_mod_cast hi
  have hf : hP.herm.eigenvalues i * (hP.herm.eigenvalues i - 1) = 0 := by
    linear_combination (-1 : ℝ) * hr
  rcases mul_eq_zero.mp hf with h0 | h0
  · simp [h0]
  · simp [sub_eq_zero.mp h0]
```

## Total occupation one

The next lemma is the anticommutator identity with its diagonal element taken. It needs idempotency and a diagonal difference, but not Hermiticity. The call to `noncomm_ring` expands the products without commuting $P$ and $Q$, and `mul_right_cancel₀` divides by the nonzero eigenvalue `d i`.

```lean
/-- In a basis where the difference of two idempotents is diagonal, an orbital with nonzero
difference eigenvalue has occupations in `P` and `Q` that add up to one. -/
theorem occupation_sum (hP : P * P = P) (hQ : Q * Q = Q) {d : m → ℂ}
    (hd : P - Q = diagonal d) (i : m) (hi : d i ≠ 0) : P i i + Q i i = 1 := by
  have h : (P + Q) * (P - Q) + (P - Q) * (P + Q) = (P - Q) + (P - Q) := by
    calc _ = (P * P - Q * Q) + (P * P - Q * Q) := by noncomm_ring
      _ = _ := by rw [hP, hQ]
  rw [hd] at h
  have h' := congrFun (congrFun h i) i
  simp only [Matrix.add_apply, mul_diagonal, diagonal_mul, diagonal_apply_eq] at h'
  apply mul_right_cancel₀ hi
  linear_combination h' / 2
```

## Sums over the difference eigenvalues

Everything the bounds require is collected in one statement: $\sum_i\lambda_i=0$, $2p=\sum_i|\lambda_i|$, $\sum_i\lambda_i^2=2\delta$, and the existence of numbers `s i` with the three properties of $s_i$ derived above. The letter `s` denotes total occupations here, not overlaps. The trace $\mathrm{tr}(PQ)$ is real for Hermitian matrices, but Lean types it as complex, which is why `.re` appears.

In the proof, `f P` and `f Q` are the two projectors in the eigenbasis of their difference. The step `hn` shows that occupations are nonnegative by writing $R_{ii}=\sum_k|R_{ki}|^2$. The remaining blocks treat, in order, the moduli, the squares, the inequality $|\lambda_i|\le s_i$, the value $s_i=1$ from `occupation_sum`, and the total $2n$.

```lean
/-- For projectors of equal rank `n`, the eigenvalues of `P - Q` sum to zero, their moduli to twice
the promotion number and their squares to `2 (n - Re tr(PQ))`. There are real numbers `s i`, summing
to `2n`, that bound the moduli and equal one wherever the eigenvalue is nonzero. -/
theorem spectral_data (hP : IsProjector P) (hQ : IsProjector Q)
    (hPn : P.rank = n) (hQn : Q.rank = n) :
    ∑ i, deltaEig hP hQ i = 0 ∧
    2 * promotionNumber hP hQ = ∑ i, |deltaEig hP hQ i| ∧
    ∑ i, deltaEig hP hQ i ^ 2 = 2 * (n - (P * Q).trace.re) ∧
    ∃ s : m → ℝ, (∀ i, |deltaEig hP hQ i| ≤ s i) ∧
      (∀ i, deltaEig hP hQ i ≠ 0 → s i = 1) ∧ ∑ i, s i = 2 * n := by
  obtain ⟨f, fm, fs, fh, ft, fd⟩ := eigenframe (hP.herm.sub hQ.herm)
  rw [fs] at fd
  change f P - f Q = diagonal (fun i => (deltaEig hP hQ i : ℂ)) at fd
  have tP : (f P).trace = n := by rw [ft, trace_eq_rank hP, hPn]
  have tQ : (f Q).trace = n := by rw [ft, trace_eq_rank hQ, hQn]
  have h0 : ∑ i, deltaEig hP hQ i = 0 := by
    have h := congrArg Matrix.trace fd
    rw [trace_sub, tP, tQ, sub_self, trace_diagonal] at h
    exact_mod_cast h.symm
  -- occupations are nonnegative
  have hn : ∀ R, IsProjector R → ∀ i, 0 ≤ (f R i i).re := by
    intro R hR i
    have h : ((f R)ᴴ * f R) i i = f R i i := by rw [← fh, hR.herm.eq, ← fm, hR.idem]
    rw [← h, Matrix.mul_apply, Complex.re_sum]
    refine Finset.sum_nonneg fun k _ => ?_
    simp only [conjTranspose_apply, Complex.star_def, Complex.mul_re, Complex.conj_re,
      Complex.conj_im]
    nlinarith [sq_nonneg (f R k i).re, sq_nonneg (f R k i).im]
  refine ⟨h0, ?_, ?_, fun i => (f P i i).re + (f Q i i).re, fun i => ?_, fun i hi => ?_, ?_⟩
  · have h : ∀ x : ℝ, |x| = 2 * max x 0 - x := by
      intro x
      rcases le_total 0 x with h | h
      · rw [abs_of_nonneg h, max_eq_left h]; ring
      · rw [abs_of_nonpos h, max_eq_right h]; ring
    unfold promotionNumber
    rw [Finset.sum_congr rfl fun i _ => h (deltaEig hP hQ i), Finset.sum_sub_distrib,
      ← Finset.mul_sum, h0, sub_zero]
  · have e : (P - Q) * (P - Q) = P * P + Q * Q - P * Q - Q * P := by noncomm_ring
    have h := ft ((P - Q) * (P - Q))
    rw [fm, fs, fd, diagonal_mul_diagonal, trace_diagonal, e, hP.idem, hQ.idem, trace_sub,
      trace_sub, trace_add, trace_mul_comm Q P, trace_eq_rank hP, trace_eq_rank hQ,
      hPn, hQn] at h
    have h' := congrArg Complex.re h
    simp only [Complex.re_sum, Complex.sub_re, Complex.add_re, Complex.mul_re,
      Complex.ofReal_re, Complex.ofReal_im, Complex.natCast_re, mul_zero, sub_zero] at h'
    simp only [pow_two]
    linarith
  · have h := congrArg Complex.re (congrFun (congrFun fd i) i)
    simp only [Matrix.sub_apply, diagonal_apply_eq, Complex.sub_re, Complex.ofReal_re] at h
    change |deltaEig hP hQ i| ≤ (f P i i).re + (f Q i i).re
    rw [← h, abs_le]
    constructor <;> linarith [hn P hP i, hn Q hQ i]
  · have h := occupation_sum (by rw [← fm, hP.idem]) (by rw [← fm, hQ.idem]) fd i
      (Complex.ofReal_ne_zero.mpr hi)
    simpa using congrArg Complex.re h
  · have a := congrArg Complex.re tP
    have b := congrArg Complex.re tQ
    simp only [Matrix.trace, Matrix.diag_apply, Complex.re_sum, Complex.natCast_re] at a b
    rw [Finset.sum_add_distrib, a, b]
    ring
```

## The two bounds

The main theorem takes two Hermitian projectors, both of rank `n`, and returns both inequalities. In its proof `e i` stands for $\lambda_i$. The first half sums $\lambda_i^2\le|\lambda_i|$, treating zero and nonzero eigenvalues separately. In the second half, `hc` is the quadratic inequality in $c$, obtained by summing $2c|\lambda_i|\le\lambda_i^2+c^2s_i$, and `discrim_le_zero` turns it into $p^2\le n\delta$, including when $n=0$.

```lean
/-- For Hermitian projectors of equal rank `n`, the promotion number lies between
`n - Re tr(PQ)` and `√(n (n - Re tr(PQ)))`. -/
theorem promotion_bounds (hP : IsProjector P) (hQ : IsProjector Q)
    (hPn : P.rank = n) (hQn : Q.rank = n) :
    n - (P * Q).trace.re ≤ promotionNumber hP hQ ∧
      promotionNumber hP hQ ≤ √(n * (n - (P * Q).trace.re)) := by
  obtain ⟨-, hp, hsq, s, hs, hs1, hsn⟩ := spectral_data hP hQ hPn hQn
  set e := deltaEig hP hQ
  constructor
  · have h : ∑ i, e i ^ 2 ≤ ∑ i, |e i| := by
      refine Finset.sum_le_sum fun i _ => ?_
      by_cases h : e i = 0
      · simp [h]
      · nlinarith [hs i, hs1 i h, abs_nonneg (e i), sq_abs (e i)]
    linarith
  · -- a quadratic in c that is never negative has discriminant at most zero
    have hc : ∀ c : ℝ, 0 ≤ (n : ℝ) * (c * c) + (-2 * promotionNumber hP hQ) * c
        + (n - (P * Q).trace.re) := by
      intro c
      have h : ∑ i, 2 * c * |e i| ≤ ∑ i, (e i ^ 2 + c ^ 2 * s i) := by
        refine Finset.sum_le_sum fun i _ => ?_
        by_cases h : e i = 0
        · have h' := hs i
          rw [h, abs_zero] at h'
          rw [h, abs_zero]
          nlinarith [mul_nonneg (sq_nonneg c) h']
        · rw [hs1 i h]
          nlinarith [sq_nonneg (|e i| - c), sq_abs (e i)]
      rw [← Finset.mul_sum, Finset.sum_add_distrib, ← Finset.mul_sum, ← hp, hsq, hsn] at h
      linarith
    have h := discrim_le_zero hc
    unfold discrim at h
    exact (le_abs_self _).trans (Real.abs_le_sqrt (by linarith))
```

## The one-electron formula and a non-commuting pair

For rank one, the steps `h1` and `h2` prove $|\lambda_i|\pm\lambda_i\le2p$: a single nonnegative term cannot exceed the sum of all such terms, and that sum is $2p$ because $\sum_i\lambda_i=0$. Together they give $|\lambda_i|\le p$ (`hb`). Multiplying by $|\lambda_i|$ and summing yields $\delta\le p^2$, and `le_antisymm` joins this to the upper bound.

```lean
/-- For two Hermitian projectors of rank one, the promotion number is `√(1 - Re tr(PQ))`. -/
theorem promotion_one_orbital (hP : IsProjector P) (hQ : IsProjector Q)
    (hP1 : P.rank = 1) (hQ1 : Q.rank = 1) :
    promotionNumber hP hQ = √(1 - (P * Q).trace.re) := by
  obtain ⟨h0, hp, hsq, -⟩ := spectral_data hP hQ hP1 hQ1
  have hup := (promotion_bounds hP hQ hP1 hQ1).2
  rw [Nat.cast_one, one_mul] at hup
  rw [Nat.cast_one] at hsq
  have hpos : 0 ≤ promotionNumber hP hQ := Finset.sum_nonneg fun i _ => le_max_right _ _
  set e := deltaEig hP hQ
  have h : ∑ i, e i ^ 2 ≤ ∑ i, promotionNumber hP hQ * |e i| := by
    refine Finset.sum_le_sum fun i _ => ?_
    -- no single eigenvalue exceeds the promotion number in modulus
    have h1 : |e i| + e i ≤ ∑ j, (|e j| + e j) :=
      Finset.single_le_sum (f := fun j => |e j| + e j)
        (fun j _ => by linarith [neg_abs_le (e j)]) (Finset.mem_univ i)
    have h2 : |e i| - e i ≤ ∑ j, (|e j| - e j) :=
      Finset.single_le_sum (f := fun j => |e j| - e j)
        (fun j _ => sub_nonneg.mpr (le_abs_self (e j))) (Finset.mem_univ i)
    rw [Finset.sum_add_distrib, h0, ← hp] at h1
    rw [Finset.sum_sub_distrib, h0, ← hp] at h2
    have hb : |e i| ≤ promotionNumber hP hQ := by
      rcases abs_cases (e i) with h | h <;> linarith [h.1]
    nlinarith [mul_le_mul_of_nonneg_right hb (abs_nonneg (e i)), sq_abs (e i)]
  rw [← Finset.mul_sum, ← hp, hsq] at h
  exact le_antisymm hup (Real.sqrt_le_iff.mpr ⟨hpos, by nlinarith⟩)
```

When two projectors commute, the eigenvalues of their difference are only $0$ and $\pm1$, and $p$ merely counts exchanged orbitals. The last theorem exhibits a pair of rank-one projectors beyond that situation, namely those on $(1,0)$ and $(1,1)/\sqrt2$ from the example above. Their ranks are read off from the traces through `trace_eq_rank`. The products $PQ$ and $QP$ differ in the entry with row 0 and column 1, which is $1/2$ in the first and $0$ in the second.

```lean
/-- The projectors on the first basis orbital and on the normalised sum of two basis orbitals
are Hermitian projectors of rank one that do not commute. -/
theorem projectors_witness :
    let P : Matrix (Fin 2) (Fin 2) ℂ := !![1, 0; 0, 0]
    let Q : Matrix (Fin 2) (Fin 2) ℂ := !![1/2, 1/2; 1/2, 1/2]
    IsProjector P ∧ IsProjector Q ∧ P.rank = 1 ∧ Q.rank = 1 ∧ P * Q ≠ Q * P := by
  intro P Q
  have hP : IsProjector P := by
    constructor <;> ext i j <;> fin_cases i <;> fin_cases j <;>
      simp [P, Matrix.mul_apply, Fin.sum_univ_succ]
  have hQ : IsProjector Q := by
    constructor
    · ext i j; fin_cases i <;> fin_cases j <;> simp [Q]
    · ext i j
      fin_cases i <;> fin_cases j <;> norm_num [Q, Matrix.mul_apply, Fin.sum_univ_succ]
  have rP : (P.rank : ℂ) = 1 := by
    rw [← trace_eq_rank hP]; norm_num [P, Matrix.trace_fin_two]
  have rQ : (Q.rank : ℂ) = 1 := by
    rw [← trace_eq_rank hQ]; norm_num [Q, Matrix.trace_fin_two]
  refine ⟨hP, hQ, by exact_mod_cast rP, by exact_mod_cast rQ, fun h => ?_⟩
  have h01 := congrFun (congrFun h 0) 1
  norm_num [P, Q, Matrix.mul_apply, Fin.sum_univ_succ] at h01

end

end PromotionNumber
```

```lean
#print axioms PromotionNumber.promotion_bounds
#print axioms PromotionNumber.promotion_one_orbital
```

```
'PromotionNumber.promotion_bounds' depends on axioms: [propext, Classical.choice, Quot.sound]
'PromotionNumber.promotion_one_orbital' depends on axioms: [propext, Classical.choice, Quot.sound]
```
